# Fermi-level maxima at subband openings in a hard-wall film of non-interacting electrons at fixed density

Consider a metal film of thickness $L>0$, with electrons that are free in the plane and confined by hard walls across it. In atomic units, the bottom of subband $j\ge 1$ is

$$e_j(L)=\frac{\pi^2j^2}{2L^2}.$$

At zero temperature, a spin-degenerate two-dimensional subband filled up to $\mu$ holds $(\mu-e_j)/\pi$ electrons per unit area if $\mu>e_j$, and none otherwise. A film with $n$ electrons per unit volume holds $nL$ per unit area, so its Fermi level $\mu$ solves

$$\sum_{j\ge1}\max(\mu-e_j(L),0)=\pi nL .$$

The density $n>0$ stays fixed as $L$ varies. Energies are measured from the bottom of the well. As the film thickens, subband $J+1$ opens, that is, starts to hold electrons, when $L^3$ rises above a value $C_J$. The derivation below gives, for $J\ge0$,

$$C_J=\frac{\pi J(J+1)(4J+5)}{12n}.$$

**Claim.** Let $J\ge1$ and let $L_0>0$ satisfy $L_0^3=C_J$. Then $\mu(L_0)=e_{J+1}(L_0)$, and $\mu$ has a strict local maximum at $L_0$. The maximum is a cusp in the sense of a corner: the slopes on the thin and thick sides are finite and differ,

$$\mu'(L_0^-)=\frac{3\pi n}{J(4J+5)},\qquad \mu'(L_0^+)=-\frac{3\pi n(3J+4)}{J(J+1)(4J+5)}.$$

## Two branches meeting at an opening thickness

If $e_J\le\mu\le e_{J+1}$ with $J\ge1$, only the lowest $J$ subbands contribute. Since $\sum_{j=1}^J j^2=J(J+1)(2J+1)/6$, the filling condition reads

$$J\mu-\frac{\pi^2J(J+1)(2J+1)}{12L^2}=\pi nL,$$

and its solution is the branch

$$b_J(L)=\frac{\pi nL}{J}+\frac{\pi^2(J+1)(2J+1)}{12L^2}.$$

To see where a branch is valid, take $J+1$ filled subbands with $J\ge0$ and compare with the neighbouring subband bottoms:

$$b_{J+1}-e_{J+1}=\frac{\pi\,[12nL^3-\pi J(J+1)(4J+5)]}{12(J+1)L^2},$$

$$e_{J+2}-b_{J+1}=\frac{\pi\,[\pi(J+1)(J+2)(4J+9)-12nL^3]}{12(J+1)L^2}.$$

Both are non-negative exactly when $C_J\le L^3\le C_{J+1}$. The numbers $C_J$ start at $C_0=0$, increase strictly and are unbounded, so these windows cover every $L>0$ and a Fermi level always exists.

It is also unique. Raising $\mu$ lowers no term of the sum and strictly raises every positive one. Since the sum equals $\pi nL>0$, some term is positive, so two different levels cannot both solve the equation.

At $L_0^3=C_J$ with $J\ge1$, the branch $b_J$ on the thin side meets $b_{J+1}$ on the thick side, and both equal $e_{J+1}$. Differentiation gives

$$b_J'(L)=\frac{\pi n}{J}-\frac{\pi^2(J+1)(2J+1)}{6L^3}.$$

Inserting $\pi^2/(6L_0^3)=2\pi n/[J(J+1)(4J+5)]$ yields

$$b_J'(L_0)=\frac{\pi n}{J}\cdot\frac{(4J+5)-2(2J+1)}{4J+5}=\frac{3\pi n}{J(4J+5)},$$

$$b_{J+1}'(L_0)=\pi n\,\frac{J(4J+5)-2(J+2)(2J+3)}{J(J+1)(4J+5)}=-\frac{3\pi n(3J+4)}{J(J+1)(4J+5)}.$$

The quotient $[\mu(L)-\mu(L_0)]/(L-L_0)$ is therefore positive just below $L_0$ and negative just above it. In both cases $\mu(L)<\mu(L_0)$.

The slopes also show that $\mu$ falls just after one opening and rises just before the next. For slab calculations in electronic structure this is a caution drawn from a non-interacting hard-wall model: the Fermi level need not vary monotonically with slab thickness.

## Subbands, filling and branches in Lean

The function `subband L j` is $e_j(L)$.

```lean
import Mathlib

open Real Set Filter Topology

namespace MetalFilmFermiLevel

noncomputable section

/-- Bottom of subband `j ≥ 1` in a hard-wall film of thickness `L > 0`, in atomic units. -/
def subband (L : ℝ) (j : ℕ) : ℝ := π ^ 2 * j ^ 2 / (2 * L ^ 2)
```

Lean's natural numbers start at zero, so the sum over $j\ge1$ is written with `subband L (j + 1)`. It is the full infinite sum, with no cutoff on the number of subbands.

```lean
/-- Sum over all subbands `j ≥ 1` of the energy range filled up to the level `μ`. -/
def filling (L μ : ℝ) : ℝ := ∑' j : ℕ, max (μ - subband L (j + 1)) 0
```

The predicate `IsFermiLevel n L μ` is the filling equation. The factor $\pi$ on its right-hand side encodes the spin-degenerate density of states with unit effective mass.

```lean
/-- `μ` is a Fermi level of the film of thickness `L` with electron density `n` per volume. -/
def IsFermiLevel (n L μ : ℝ) : Prop := filling L μ = π * n * L
```

The next two definitions are $b_J(L)$ and $C_J$.

```lean
/-- For `J ≥ 1` and `L > 0`, the solution `μ` of the filling equation with its sum replaced by that
of `μ - subband L j` over `1 ≤ j ≤ J`. It is a Fermi level if it lies between the bottoms of
subbands `J` and `J + 1`. -/
def branch (n : ℝ) (J : ℕ) (L : ℝ) : ℝ :=
  π * n * L / J + π ^ 2 * (J + 1) * (2 * J + 1) / (12 * L ^ 2)

/-- Cube of the thickness at which subband `J + 1` starts filling, for density `n > 0`. -/
def openingCube (n : ℝ) (J : ℕ) : ℝ := π * J * (J + 1) * (4 * J + 5) / (12 * n)
```

## Closed form of the filling sum

Subband bottoms are ordered by quantum number. Hence, once $\mu\le e_{K+1}$, all terms beyond the first $K$ vanish and the infinite sum reduces to a finite one.

```lean
/-- Subband energies do not decrease with the quantum number. -/
theorem subband_mono {L : ℝ} {i j : ℕ} (h : i ≤ j) : subband L i ≤ subband L j := by
  unfold subband
  gcongr

/-- If the level lies no higher than subband `K + 1`, only the lowest `K` subbands contribute. -/
theorem hasSum_filling {L μ : ℝ} {K : ℕ} (h : μ ≤ subband L (K + 1)) :
    HasSum (fun j : ℕ => max (μ - subband L (j + 1)) 0)
      (∑ j ∈ Finset.range K, max (μ - subband L (j + 1)) 0) := by
  apply hasSum_sum_of_ne_finset_zero
  intro j hj
  have hKj : K ≤ j := by simpa using hj
  have := subband_mono (L := L) (Nat.succ_le_succ hKj)
  exact max_eq_right (by linarith)
```

When $\mu$ also lies at or above $e_J$, each maximum in the finite sum equals its first argument. The auxiliary statement `hs` proves the sum-of-squares formula by induction.

```lean
/-- Closed form of the filling when the level lies between subbands `J` and `J + 1`. -/
theorem filling_eq {L μ : ℝ} {J : ℕ} (h1 : subband L J ≤ μ) (h2 : μ ≤ subband L (J + 1)) :
    filling L μ = J * μ - π ^ 2 * J * (J + 1) * (2 * J + 1) / (12 * L ^ 2) := by
  have hs : ∀ K : ℕ, ∑ j ∈ Finset.range K, (μ - subband L (j + 1))
      = K * μ - π ^ 2 * K * (K + 1) * (2 * K + 1) / (12 * L ^ 2) := by
    intro K
    induction K with
    | zero => simp
    | succ K ih =>
      rw [Finset.sum_range_succ, ih]
      unfold subband
      push_cast
      ring
  rw [filling, (hasSum_filling h2).tsum_eq, ← hs J]
  refine Finset.sum_congr rfl fun j hj => ?_
  have := subband_mono (L := L) (Nat.succ_le_of_lt (Finset.mem_range.mp hj))
  exact max_eq_left (by linarith)
```

## Exactly one Fermi level at each thickness

For uniqueness, suppose $a<b$ were both Fermi levels. The proof finds a subband above both, which makes both sums finite. It then picks a non-zero term at level $a$, and `Finset.sum_lt_sum` shows that the sum at $b$ is strictly larger, a contradiction. Positive density matters here: at $n=0$ every $\mu\le e_1$ solves the equation, so $n\ge0$ would not suffice.

```lean
/-- At positive density and thickness, a film has at most one Fermi level. -/
theorem fermiLevel_unique {n L μ ν : ℝ} (hn : 0 < n) (hL : 0 < L)
    (hμ : IsFermiLevel n L μ) (hν : IsFermiLevel n L ν) : μ = ν := by
  have key : ∀ a b, IsFermiLevel n L a → IsFermiLevel n L b → ¬ a < b := by
    intro a b ha hb hab
    -- some subband lies above both levels, so both sums are finite
    obtain ⟨K, hK⟩ : ∃ K : ℕ, b ≤ subband L (K + 1) := by
      obtain ⟨K, hK⟩ := exists_nat_gt (b * (2 * L ^ 2))
      refine ⟨K, ?_⟩
      rw [subband, le_div_iff₀ (by positivity)]
      push_cast
      have hp : 1 ≤ π ^ 2 := by nlinarith [pi_gt_three]
      have hK0 : (0 : ℝ) ≤ K := K.cast_nonneg
      nlinarith [mul_nonneg (sub_nonneg.2 hp) (sq_nonneg ((K : ℝ) + 1))]
    rw [IsFermiLevel, filling, (hasSum_filling hK).tsum_eq] at hb
    rw [IsFermiLevel, filling, (hasSum_filling (hab.le.trans hK)).tsum_eq] at ha
    have hpos : 0 < π * n * L := by positivity
    -- an occupied subband holds strictly more at the higher level
    obtain ⟨i, hi, hne⟩ := Finset.exists_ne_zero_of_sum_ne_zero (ha.trans_ne hpos.ne')
    have hi' : 0 < a - subband L (i + 1) := by
      by_contra hc
      exact hne (max_eq_right (not_lt.mp hc))
    have hlt : ∑ j ∈ Finset.range K, max (a - subband L (j + 1)) 0
        < ∑ j ∈ Finset.range K, max (b - subband L (j + 1)) 0 := by
      refine Finset.sum_lt_sum (fun j _ => max_le_max (by linarith) le_rfl) ⟨i, hi, ?_⟩
      rw [max_eq_left hi'.le]
      exact lt_max_of_lt_left (by linarith)
    linarith
  exact le_antisymm (not_lt.mp (key ν μ hν hμ)) (not_lt.mp (key μ ν hμ hν))
```

The gap $e_{J+2}-b_{J+1}$ gets its own lemma because it is needed again at the end.

```lean
/-- Signed energy difference between the bottom of subband `J + 2` and `branch n (J + 1) L`, for
`L > 0`. -/
theorem subband_sub_branch {L : ℝ} (n : ℝ) (hL : 0 < L) (J : ℕ) :
    subband L (J + 1 + 1) - branch n (J + 1) L =
      π * (π * (J + 1) * (J + 2) * (4 * J + 9) - L ^ 3 * (12 * n)) / (12 * (J + 1) * L ^ 2) := by
  have hJ : (J : ℝ) + 1 ≠ 0 := by positivity
  unfold subband branch
  push_cast
  field_simp
  ring
```

In the window $C_J\le L^3\le C_{J+1}$, the Fermi level is $b_{J+1}(L)$. The steps `p1` and `p2` are the two inequalities derived above. They permit the closed form of the filling, and uniqueness supplies the converse direction.

```lean
/-- Between the thicknesses where subbands `J + 1` and `J + 2` start filling, the Fermi level
at positive density is the branch with `J + 1` filled subbands. -/
theorem isFermiLevel_iff_branch {n L μ : ℝ} (hn : 0 < n) (hL : 0 < L) {J : ℕ}
    (h1 : openingCube n J ≤ L ^ 3) (h2 : L ^ 3 ≤ openingCube n (J + 1)) :
    IsFermiLevel n L μ ↔ μ = branch n (J + 1) L := by
  have hb : IsFermiLevel n L (branch n (J + 1) L) := by
    have hJ : (J : ℝ) + 1 ≠ 0 := by positivity
    rw [openingCube, div_le_iff₀ (by positivity)] at h1
    rw [openingCube, le_div_iff₀ (by positivity)] at h2
    push_cast at h2
    have e1 : branch n (J + 1) L - subband L (J + 1) =
        π * (L ^ 3 * (12 * n) - π * J * (J + 1) * (4 * J + 5)) / (12 * (J + 1) * L ^ 2) := by
      unfold subband branch
      push_cast
      field_simp
      ring
    have p1 : 0 ≤ branch n (J + 1) L - subband L (J + 1) := by
      rw [e1]
      exact div_nonneg (mul_nonneg pi_pos.le (sub_nonneg.2 h1)) (by positivity)
    have p2 : 0 ≤ subband L (J + 1 + 1) - branch n (J + 1) L := by
      rw [subband_sub_branch n hL]
      exact div_nonneg (mul_nonneg pi_pos.le (by linarith)) (by positivity)
    rw [IsFermiLevel, filling_eq (sub_nonneg.1 p1) (sub_nonneg.1 p2)]
    unfold branch
    push_cast
    field_simp
    ring
  exact ⟨fun h => fermiLevel_unique hn hL h hb, fun h => h ▸ hb⟩
```

Existence follows once $L^3$ is placed in a window. If no window contained it, induction would give $C_J\le L^3$ for all $J$, which fails for large $J$.

```lean
/-- Every film of positive density and thickness has exactly one Fermi level. -/
theorem existsUnique_fermiLevel {n L : ℝ} (hn : 0 < n) (hL : 0 < L) :
    ∃! μ, IsFermiLevel n L μ := by
  -- the windows between successive openings cover all thicknesses
  obtain ⟨J, h1, h2⟩ : ∃ J : ℕ, openingCube n J ≤ L ^ 3 ∧ L ^ 3 ≤ openingCube n (J + 1) := by
    by_contra hc
    push Not at hc
    have hall : ∀ J : ℕ, openingCube n J ≤ L ^ 3 := by
      intro J
      induction J with
      | zero =>
        have : 0 ≤ L ^ 3 := by positivity
        simpa [openingCube] using this
      | succ J ih => exact (hc J ih).le
    obtain ⟨K, hK⟩ := exists_nat_gt (L ^ 3 * (12 * n))
    have h := hall K
    rw [openingCube, div_le_iff₀ (by positivity)] at h
    have hK0 : (0 : ℝ) ≤ K := K.cast_nonneg
    have hX : (1 : ℝ) ≤ (K + 1) * (4 * K + 5) := by nlinarith
    have hp : 1 ≤ π * ((K + 1) * (4 * K + 5)) := by nlinarith [pi_gt_three]
    nlinarith [mul_le_mul_of_nonneg_left hp hK0]
  exact ⟨_, (isFermiLevel_iff_branch hn hL h1 h2).2 rfl,
    fun _ h => (isFermiLevel_iff_branch hn hL h1 h2).1 h⟩
```

## One-sided slopes and the strict maximum

The derivative of a branch is computed at any $L>0$.

```lean
/-- Slope of a branch with respect to the film thickness `L > 0`. -/
theorem hasDerivAt_branch (n : ℝ) (J : ℕ) {L : ℝ} (hL : 0 < L) :
    HasDerivAt (branch n J)
      (π * n / J - π ^ 2 * (J + 1) * (2 * J + 1) / (6 * L ^ 3)) L := by
  have hsq : HasDerivAt (fun x : ℝ => x ^ 2) (2 * L) L := by simpa using hasDerivAt_pow 2 L
  have h2 : ∀ c : ℝ, HasDerivAt (fun x : ℝ => c / (12 * x ^ 2)) (-(c / (6 * L ^ 3))) L := by
    intro c
    refine ((hasDerivAt_const L c).fun_div (hsq.const_mul 12) (by positivity)).congr_deriv ?_
    field_simp
    ring
  have hf : branch n J = fun x : ℝ =>
      π * n / J * x + π ^ 2 * (J + 1) * (2 * J + 1) / (12 * x ^ 2) := by
    funext x
    unfold branch
    ring
  rw [hf]
  exact (((hasDerivAt_id' L).const_mul (π * n / J)).fun_add
    (h2 (π ^ 2 * (J + 1) * (2 * J + 1)))).congr_deriv (by ring)
```

The next lemma concerns any real function with a positive left slope and a negative right slope at a point. It turns the slopes into limits of difference quotients, whose signs are then fixed nearby, and reads off the inequality on each side.

```lean
/-- A function that rises into a point and falls out of it, with nonzero one-sided slopes,
has a strict local maximum there. -/
theorem strict_max_of_slopes {f : ℝ → ℝ} {p q x : ℝ} (hp : 0 < p) (hq : q < 0)
    (hl : HasDerivWithinAt f p (Iic x) x) (hr : HasDerivWithinAt f q (Ici x) x) :
    ∀ᶠ y in 𝓝[≠] x, f y < f x := by
  have l := ((hasDerivWithinAt_iff_tendsto_slope' (s := Iio x) (by simp)).1
    (hl.mono Iio_subset_Iic_self)).eventually (lt_mem_nhds hp)
  have r := ((hasDerivWithinAt_iff_tendsto_slope' (s := Ioi x) (by simp)).1
    (hr.mono Ioi_subset_Ici_self)).eventually (gt_mem_nhds hq)
  rw [eventually_nhdsWithin_iff] at l r ⊢
  filter_upwards [l, r] with y hly hry hne
  rcases lt_or_gt_of_ne (show y ≠ x from hne) with h | h
  · have := hly h
    rw [slope_def_field] at this
    rcases div_pos_iff.1 this with ⟨_, h2⟩ | ⟨h1, _⟩ <;> linarith
  · have := hry h
    rw [slope_def_field] at this
    rcases div_neg_iff.1 this with ⟨_, h2⟩ | ⟨h1, _⟩ <;> linarith
```

The main theorem takes any function `μ : ℝ → ℝ` that gives a Fermi level at every positive thickness; the preceding existence result guarantees that there is one. Its values at $L\le0$ are unrestricted. The conclusion has four parts:

- The level touches the bottom of subband $J+1$.
- `HasDerivWithinAt` on `Iic L₀` gives the thin-side slope.
- The same predicate on `Ici L₀` gives the thick-side slope.
- The expression `∀ᶠ L in 𝓝[≠] L₀` says that the strict inequality holds for all $L\ne L_0$ close enough to $L_0$.

The proof writes $J=K+1$. Because the $C_J$ increase strictly, thicknesses near $L_0$ lie in one of the two adjacent windows, and `left` and `right` identify $\mu$ with the corresponding branch. The steps `dl` and `dr` transfer the branch derivatives to $\mu$ and insert $L_0^3$. The gap lemma, whose numerator vanishes at $L_0$, gives the touching condition.

```lean
/-- At fixed density `n > 0`, the Fermi level as a function of thickness has a strict local
maximum where subband `J + 1` starts filling, `J ≥ 1`. It is a cusp with the stated slopes. -/
theorem fermiLevel_cusp {n : ℝ} (hn : 0 < n) {μ : ℝ → ℝ}
    (hμ : ∀ L, 0 < L → IsFermiLevel n L (μ L)) {J : ℕ} (hJ : 1 ≤ J) {L₀ : ℝ} (h0 : 0 < L₀)
    (hL : L₀ ^ 3 = π * J * (J + 1) * (4 * J + 5) / (12 * n)) :
    μ L₀ = subband L₀ (J + 1) ∧
    HasDerivWithinAt μ (3 * π * n / (J * (4 * J + 5))) (Iic L₀) L₀ ∧
    HasDerivWithinAt μ (-(3 * π * n * (3 * J + 4) / (J * (J + 1) * (4 * J + 5)))) (Ici L₀) L₀ ∧
    ∀ᶠ L in 𝓝[≠] L₀, μ L < μ L₀ := by
  obtain ⟨K, rfl⟩ : ∃ K, J = K + 1 := ⟨J - 1, by omega⟩
  have hO : L₀ ^ 3 = openingCube n (K + 1) := hL
  have hmono : ∀ i : ℕ, openingCube n i < openingCube n (i + 1) := by
    intro i
    have e : openingCube n (i + 1) - openingCube n i
        = π * (i + 1) * (12 * i + 18) / (12 * n) := by
      unfold openingCube
      push_cast
      ring
    have : 0 < π * (i + 1) * (12 * i + 18) / (12 * n) := by positivity
    linarith
  have hlow : openingCube n K < L₀ ^ 3 := hO ▸ hmono K
  have hhigh : L₀ ^ 3 < openingCube n (K + 1 + 1) := hO ▸ hmono (K + 1)
  have c : ContinuousAt (fun L : ℝ => L ^ 3) L₀ := (continuous_pow 3).continuousAt
  have hnear : ∀ᶠ L in 𝓝 L₀, 0 < L ∧ openingCube n K < L ^ 3 ∧
      L ^ 3 < openingCube n (K + 1 + 1) :=
    (lt_mem_nhds h0).and
      ((c.eventually (lt_mem_nhds hlow)).and (c.eventually (gt_mem_nhds hhigh)))
  -- the two branches that meet at the opening thickness
  have left : ∀ L, 0 < L → openingCube n K < L ^ 3 → L ≤ L₀ → μ L = branch n (K + 1) L :=
    fun L hp hl hle => (isFermiLevel_iff_branch hn hp hl.le
      ((pow_le_pow_left₀ hp.le hle 3).trans_eq hO)).1 (hμ L hp)
  have right : ∀ L, 0 < L → L ^ 3 < openingCube n (K + 1 + 1) → L₀ ≤ L →
      μ L = branch n (K + 1 + 1) L :=
    fun L hp hh hge => (isFermiLevel_iff_branch hn hp
      (hO.symm.trans_le (pow_le_pow_left₀ h0.le hge 3)) hh.le).1 (hμ L hp)
  have hK1 : (K : ℝ) + 1 ≠ 0 := by positivity
  have dl : HasDerivWithinAt μ
      (3 * π * n / ((K + 1 : ℕ) * (4 * (K + 1 : ℕ) + 5))) (Iic L₀) L₀ := by
    have hd := (hasDerivAt_branch n (K + 1) h0).hasDerivWithinAt (s := Iic L₀)
    refine (hd.congr_of_eventuallyEq ?_ (left L₀ h0 hlow le_rfl)).congr_deriv ?_
    · filter_upwards [nhdsWithin_le_nhds hnear, self_mem_nhdsWithin] with L h hle
      exact left L h.1 h.2.1 hle
    · rw [hL]
      push_cast
      field_simp
      ring
  have dr : HasDerivWithinAt μ (-(3 * π * n * (3 * (K + 1 : ℕ) + 4) /
      ((K + 1 : ℕ) * ((K + 1 : ℕ) + 1) * (4 * (K + 1 : ℕ) + 5)))) (Ici L₀) L₀ := by
    have hd := (hasDerivAt_branch n (K + 1 + 1) h0).hasDerivWithinAt (s := Ici L₀)
    refine (hd.congr_of_eventuallyEq ?_ (right L₀ h0 hhigh le_rfl)).congr_deriv ?_
    · filter_upwards [nhdsWithin_le_nhds hnear, self_mem_nhdsWithin] with L h hge
      exact right L h.1 h.2.2 hge
    · rw [hL]
      push_cast
      field_simp
      ring
  refine ⟨?_, dl, dr, strict_max_of_slopes (by positivity) (neg_neg_of_pos (by positivity)) dl dr⟩
  -- at the opening thickness the level touches the next subband
  have hgap := subband_sub_branch n h0 K
  have hz : π * (K + 1) * (K + 2) * (4 * K + 9) - L₀ ^ 3 * (12 * n) = 0 := by
    rw [hL, div_mul_cancel₀ _ (by positivity)]
    push_cast
    ring
  rw [hz, mul_zero, zero_div] at hgap
  rw [left L₀ h0 hlow le_rfl]
  linarith

end

end MetalFilmFermiLevel
```

```lean
#print axioms MetalFilmFermiLevel.existsUnique_fermiLevel
-- 'MetalFilmFermiLevel.existsUnique_fermiLevel' depends on axioms: [propext, Classical.choice, Quot.sound]
#print axioms MetalFilmFermiLevel.fermiLevel_cusp
-- 'MetalFilmFermiLevel.fermiLevel_cusp' depends on axioms: [propext, Classical.choice, Quot.sound]
```

The model treats thickness as continuous, whereas a crystalline film grows in atomic layers. It also leaves out electron spill-out, the lattice potential, interactions and temperature.
